# Norms of lowered highest-weight spin states, and why 2m is a natural number in finite dimension

An $S_z$ eigenstate that the raising operator annihilates is the top state of a spin multiplet. Lowering it repeatedly gives the other states of that multiplet, and one wants the norm of each state produced and the number of steps before the ladder ends. The starting $S_z$ eigenvalue $m$ is assumed only to be a real number, and its restriction to the values $0,\tfrac12,1,\tfrac32,\dots$ is a conclusion.

The operators $S_+$, $S_-$ and $S_z$ are square complex matrices that obey the spin commutation relations in units with $\hbar=1$, with $S_-=S_+^\dagger$, and $\psi$ is a unit vector with $S_+\psi=0$ and $S_z\psi=m\psi$. The results are

$$\|S_-^k\psi\|^2=\prod_{j=1}^{k} j\,(2m+1-j)\quad\text{for every } k\ge 0,\qquad 2m=N\in\{0,1,2,\dots\}.$$

The letter $m$ denotes only the highest $S_z$ value of this multiplet, which textbooks usually call $s$ or $j$; here $j$ is merely a counting index.

In electronic structure, these norms normalise the lower-$M_S$ components built from a restricted open-shell determinant, in a finite orbital basis, whose unpaired electrons all have spin up. The raising operator annihilates such a determinant because every spin-down electron shares its spatial orbital with a spin-up one. A one-particle density matrix computed from an unnormalised component must be divided by the same squared norm.

## States, spin relations and the top of the ladder

The finite type `n` labels an orthonormal basis, so its number of elements is the dimension of the state space. A matrix is a `Matrix n n ℂ` and a state is a function `n → ℂ` giving its components.

```lean
import Mathlib

open Matrix

namespace SpinLadder

variable {n : Type*} [Fintype n]
```

The squared norm is the usual quantum-mechanical one, $\|v\|^2=\sum_i|v_i|^2$. It is defined explicitly because Mathlib's default norm on `n → ℂ` is the largest modulus of a component.

```lean
/-- The squared norm of a state vector: the sum of the squared moduli of its components. -/
noncomputable def normSq (v : n → ℂ) : ℝ := ∑ i, ‖v i‖ ^ 2
```

The spin algebra enters through three relations:

$$S_-=S_+^\dagger,\qquad [S_+,S_-]=2S_z,\qquad [S_z,S_-]=-S_-.$$

In Lean the three matrices are `Sp`, `Sm` and `Sz`, and `ᴴ` is the conjugate transpose. The commutators express the angular-momentum algebra, with the last one saying that $S_-$ removes one unit of $S_z$. The relations can fail for matrices restricted to a truncated set of determinants, when $S_+$ or $S_-$ leads out of the space that the set spans.

```lean
/-- The spin relations used for lowering: `Sm` is the adjoint of `Sp`,
`[Sp, Sm] = 2 Sz` and `[Sz, Sm] = -Sm`. -/
structure SpinMatrices (Sp Sm Sz : Matrix n n ℂ) : Prop where
  adjoint : Sm = Spᴴ
  comm_pm : Sp * Sm - Sm * Sp = (2 : ℂ) • Sz
  comm_zm : Sz * Sm - Sm * Sz = -Sm
```

The conditions on the starting state are normalisation, annihilation by $S_+$, and the eigenvalue equation for $S_z$. The symbol `*ᵥ` applies a matrix to a vector. Nothing requires the matrices to be irreducible, so the space may contain other multiplets too.

```lean
/-- A highest-weight state: a unit vector annihilated by `Sp` and an eigenvector of `Sz`
with real eigenvalue `m`. -/
structure HighestWeight (Sp Sz : Matrix n n ℂ) (m : ℝ) (ψ : n → ℂ) : Prop where
  unit : normSq ψ = 1
  raise : Sp *ᵥ ψ = 0
  weight : Sz *ᵥ ψ = (m : ℂ) • ψ
```

## The inner product and the zero vector

The inner product of a vector with itself is its squared norm:

$$\langle v,v\rangle=\sum_i \overline{v_i}\,v_i=\sum_i|v_i|^2=\|v\|^2.$$

Lean writes the left side as `star v ⬝ᵥ v`, a complex number, and compares the two sums term by term.

```lean
/-- The inner product of a vector with itself is its squared norm. -/
lemma star_dot_self (v : n → ℂ) : star v ⬝ᵥ v = (normSq v : ℂ) := by
  simp only [normSq, dotProduct, Pi.star_apply, Complex.ofReal_sum]
  refine Finset.sum_congr rfl fun i _ => ?_
  rw [Complex.sq_norm, ← Complex.mul_conj]
  exact mul_comm _ _
```

A sum of non-negative terms is zero only if each term is zero. Hence $\|v\|^2=0$ exactly when $v=0$, which later turns a statement about norms into one about states.

```lean
/-- Only the zero vector has squared norm zero. -/
lemma normSq_eq_zero (v : n → ℂ) : normSq v = 0 ↔ v = 0 := by
  constructor
  · intro h
    unfold normSq at h
    funext i
    have hi := (Finset.sum_eq_zero_iff_of_nonneg
      (fun i _ => sq_nonneg ‖v i‖)).1 h i (Finset.mem_univ i)
    simpa using hi
  · rintro rfl
    simp [normSq]
```

## Each lowering removes one unit of S_z

Write $\varphi_k=S_-^k\psi$ for the unnormalised state after $k$ lowerings. Then $\varphi_0=\psi$ and $\varphi_{k+1}=S_-\varphi_k$.

```lean
variable [DecidableEq n] {Sp Sm Sz : Matrix n n ℂ} {m : ℝ} {ψ : n → ℂ}

/-- Lowering `k + 1` times is lowering `k` times and then once more. -/
lemma lower_succ (Sm : Matrix n n ℂ) (ψ : n → ℂ) (k : ℕ) :
    Sm ^ (k + 1) *ᵥ ψ = Sm *ᵥ (Sm ^ k *ᵥ ψ) := by
  rw [pow_succ', Matrix.mulVec_mulVec]
```

The third spin relation gives $S_zS_-=S_-S_z-S_-$. The claim is $S_z\varphi_k=(m-k)\varphi_k$. It holds for $k=0$ by assumption, and if it holds for $k$, then

$$S_z\varphi_{k+1}=S_-S_z\varphi_k-S_-\varphi_k=(m-k)\varphi_{k+1}-\varphi_{k+1}=\bigl(m-(k+1)\bigr)\varphi_{k+1}.$$

In the proof, `e` is the rearranged commutator and `e'` is the same identity applied to an arbitrary vector. The induction follows the calculation above, and `module` collects the coefficients of the common vector.

```lean
/-- Applying `Sz` to the `k`-fold lowered highest-weight state multiplies it by `m - k`. The lowered
vector may be zero, and the equation is then trivial. -/
theorem weight_lowered (h : SpinMatrices Sp Sm Sz) (hψ : HighestWeight Sp Sz m ψ) (k : ℕ) :
    Sz *ᵥ (Sm ^ k *ᵥ ψ) = ((m : ℂ) - k) • (Sm ^ k *ᵥ ψ) := by
  have e : Sz * Sm = Sm * Sz - Sm := by
    linear_combination (norm := abel) h.comm_zm
  have e' : ∀ v, Sz *ᵥ (Sm *ᵥ v) = Sm *ᵥ (Sz *ᵥ v) - Sm *ᵥ v := by
    intro v
    simp only [Matrix.mulVec_mulVec, e, Matrix.sub_mulVec]
  induction k with
  | zero => simpa using hψ.weight
  | succ k ih =>
    rw [lower_succ, e', ih, Matrix.mulVec_smul]
    push_cast
    module
```

## Raising a lowered state

The first commutator gives $S_+S_-=S_-S_++2S_z$. The claim is

$$S_+\varphi_{k+1}=(k+1)(2m-k)\,\varphi_k.$$

For $k=0$, the condition $S_+\psi=0$ removes one term:

$$S_+S_-\psi=S_-S_+\psi+2S_z\psi=2m\,\psi.$$

Assume the claim for $k$. Then

$$\begin{aligned}
S_+\varphi_{k+2}&=S_-S_+\varphi_{k+1}+2S_z\varphi_{k+1}\\
&=(k+1)(2m-k)\,S_-\varphi_k+2(m-k-1)\,\varphi_{k+1}\\
&=\bigl[(k+1)(2m-k)+2(m-k-1)\bigr]\varphi_{k+1}\\
&=(k+2)(2m-k-1)\,\varphi_{k+1},
\end{aligned}$$

which is the claim for $k+1$. The Lean induction uses the commutator through `e'`, the induction hypothesis through `ih`, and the eigenvalue just found through `weight_lowered`.

```lean
/-- Raising the `(k + 1)`-fold lowered highest-weight state gives back the `k`-fold lowered
one, multiplied by `(k + 1)(2m - k)`. -/
theorem raise_lowered (h : SpinMatrices Sp Sm Sz) (hψ : HighestWeight Sp Sz m ψ) (k : ℕ) :
    Sp *ᵥ (Sm ^ (k + 1) *ᵥ ψ) = (((k : ℂ) + 1) * (2 * m - k)) • (Sm ^ k *ᵥ ψ) := by
  have e : Sp * Sm = Sm * Sp + (2 : ℂ) • Sz := by
    rw [← h.comm_pm]
    abel
  have e' : ∀ v, Sp *ᵥ (Sm *ᵥ v) = Sm *ᵥ (Sp *ᵥ v) + (2 : ℂ) • (Sz *ᵥ v) := by
    intro v
    simp only [Matrix.mulVec_mulVec, e, Matrix.add_mulVec, Matrix.smul_mulVec]
  induction k with
  | zero =>
    rw [lower_succ, e', weight_lowered h hψ 0, pow_zero, Matrix.one_mulVec, hψ.raise,
      Matrix.mulVec_zero]
    push_cast
    module
  | succ k ih =>
    rw [lower_succ Sm ψ (k + 1), e', ih, weight_lowered h hψ (k + 1), Matrix.mulVec_smul,
      ← lower_succ Sm ψ k]
    push_cast
    module
```

## The product formula for the squared norm

Since $S_-^\dagger=S_+$, one lowering operator can be moved to the other side of the inner product:

$$\|\varphi_{k+1}\|^2=\langle S_-\varphi_k,\varphi_{k+1}\rangle=\langle\varphi_k,S_+\varphi_{k+1}\rangle=(k+1)(2m-k)\,\|\varphi_k\|^2.$$

The new factor is $j(2m+1-j)$ at $j=k+1$. Starting from $\|\varphi_0\|^2=1$, induction gives

$$\|\varphi_k\|^2=\prod_{j=1}^{k}j\,(2m+1-j).$$

For $k=0$ the product is empty and equals one. Whenever $\varphi_k\neq0$, the normalised state is $\varphi_k$ divided by the square root of this product.

In Lean the range of $j$ is `Finset.Icc 1 k`. The recursion is the statement `key`, obtained between complex numbers because the inner product is complex. `Complex.ofReal_injective` carries it back to the reals, and `Finset.prod_Icc_succ_top` splits off the last factor.

```lean
/-- The squared norm of the `k`-fold lowered highest-weight state is the product of
`j (2m + 1 - j)` over `j = 1, ..., k`. -/
theorem normSq_lowered (h : SpinMatrices Sp Sm Sz) (hψ : HighestWeight Sp Sz m ψ) (k : ℕ) :
    normSq (Sm ^ k *ᵥ ψ) = ∏ j ∈ Finset.Icc 1 k, (j : ℝ) * (2 * m + 1 - j) := by
  have hs : Smᴴ = Sp := by rw [h.adjoint, Matrix.conjTranspose_conjTranspose]
  induction k with
  | zero => simp [hψ.unit]
  | succ k ih =>
    -- move one lowering operator to the other side of the inner product
    have key : ((normSq (Sm ^ (k + 1) *ᵥ ψ) : ℝ) : ℂ)
        = ((normSq (Sm ^ k *ᵥ ψ) * ((k + 1) * (2 * m - k)) : ℝ) : ℂ) := by
      rw [← star_dot_self, lower_succ Sm ψ k, Matrix.star_mulVec, hs,
        ← Matrix.dotProduct_mulVec, ← lower_succ Sm ψ k, raise_lowered h hψ k,
        dotProduct_smul, star_dot_self, smul_eq_mul]
      push_cast
      ring
    rw [Complex.ofReal_injective key, ih, Finset.prod_Icc_succ_top (by omega)]
    push_cast
    ring
```

## When a lowered state vanishes

The state $\varphi_k$ is zero exactly when its squared norm is zero, hence exactly when some factor $j(2m+1-j)$ with $1\le j\le k$ is zero. As $j\ge1$, this means $2m=j-1$, a natural number below $k$. Conversely, if $2m=j$ for a natural number $j<k$, the factor with index $j+1$ is zero. Therefore

$$\varphi_k=0\quad\Longleftrightarrow\quad 2m\in\{0,1,\dots,k-1\}.$$

For $k=0$ the set on the right is empty, in agreement with $\psi\neq0$. The two directions of the Lean proof use `Finset.prod_eq_zero_iff` to find a vanishing factor and `Finset.prod_eq_zero` to supply one.

```lean
/-- The `k`-fold lowered highest-weight state vanishes exactly when `2m` is one of the
natural numbers below `k`. -/
theorem lowered_eq_zero_iff (h : SpinMatrices Sp Sm Sz) (hψ : HighestWeight Sp Sz m ψ)
    (k : ℕ) : Sm ^ k *ᵥ ψ = 0 ↔ ∃ j : ℕ, j < k ∧ 2 * m = j := by
  rw [← normSq_eq_zero, normSq_lowered h hψ k]
  constructor
  · intro h0
    obtain ⟨j, hj, hj0⟩ := Finset.prod_eq_zero_iff.1 h0
    obtain ⟨h1, h2⟩ := Finset.mem_Icc.1 hj
    rcases mul_eq_zero.1 hj0 with h3 | h3
    · have : j = 0 := by exact_mod_cast h3
      omega
    · refine ⟨j - 1, by omega, ?_⟩
      rw [Nat.cast_sub h1]
      push_cast
      linarith
  · rintro ⟨j, hj, hm⟩
    refine Finset.prod_eq_zero (i := j + 1) (Finset.mem_Icc.2 ⟨by omega, by omega⟩) ?_
    push_cast
    rw [hm]
    ring
```

## The dimension bounds the length of the ladder

Suppose that the first $K$ states $\varphi_0,\dots,\varphi_{K-1}$ are all non-zero. They are eigenvectors of $S_z$ with eigenvalues $m,m-1,\dots,m-K+1$, which are pairwise different. Eigenvectors with different eigenvalues are linearly independent, and a space of dimension $d$ holds at most $d$ linearly independent vectors. Hence $K\le d$.

In the proof, `inj` says that the eigenvalues are distinct and `li` that the states are independent. Mathlib's theorem on eigenvectors concerns linear maps, so `Matrix.toLin'` converts $S_z$ into one. The dimension $d$ appears as `Fintype.card n`.

```lean
/-- If the first `K` states of the ladder, starting from the highest-weight state, are all
non-zero, then `K` is at most the dimension of the state space. -/
theorem ladder_length_le_dim (h : SpinMatrices Sp Sm Sz) (hψ : HighestWeight Sp Sz m ψ)
    (K : ℕ) (hK : ∀ k < K, Sm ^ k *ᵥ ψ ≠ 0) : K ≤ Fintype.card n := by
  have inj : Function.Injective (fun k : Fin K => (m : ℂ) - ((k : ℕ) : ℂ)) := by
    intro a b hab
    have h' : (m : ℂ) - ((a : ℕ) : ℂ) = (m : ℂ) - ((b : ℕ) : ℂ) := hab
    exact Fin.ext (Nat.cast_injective (sub_right_inj.1 h'))
  -- eigenvectors of `Sz` with distinct eigenvalues are linearly independent
  have li : LinearIndependent ℂ (fun k : Fin K => Sm ^ (k : ℕ) *ᵥ ψ) :=
    Module.End.eigenvectors_linearIndependent' (Matrix.toLin' Sz) _ inj _ (fun k =>
      ⟨Module.End.mem_eigenspace_iff.2 (by
        rw [Matrix.toLin'_apply]
        exact weight_lowered h hψ k), hK k k.2⟩)
  simpa using li.fintype_card_le_finrank
```

## The ladder ends, and 2m counts its steps

Suppose that $2m$ were not a natural number. By the vanishing criterion no $\varphi_k$ would be zero, so the first $d+1$ states of the ladder would all be non-zero. The dimension bound would then give $d+1\le d$, a contradiction. Hence $2m=N$ for some natural number $N$.

With this value the criterion reads $\varphi_k=0$ exactly when $N<k$, or equivalently

$$\varphi_k\neq0\quad\Longleftrightarrow\quad k\le N.$$

The states $\varphi_0,\dots,\varphi_N$ are therefore non-zero, with $S_z$ values running from $m$ down to $m-N=-m$. There are $N+1=2m+1$ of them, so $d\ge N+1$. In one dimension this leaves only $N=0$: a singlet, which the first lowering annihilates.

The theorem states these conclusions together: the existence of $N$ with `2 * m = N`, the exact range of non-zero lowered states, and the lower bound on the dimension. In its proof `hex` is the argument by contradiction and `hne` is the range of $k$. The last line applies the dimension bound to the first $N+1$ states.

```lean
/-- Quantisation of the highest weight: `2m` is a natural number `N`, the `k`-fold lowered
state is non-zero exactly for `k ≤ N`, and the state space has dimension at least `N + 1`. -/
theorem highest_weight_quantised (h : SpinMatrices Sp Sm Sz)
    (hψ : HighestWeight Sp Sz m ψ) :
    ∃ N : ℕ, 2 * m = N ∧ (∀ k : ℕ, Sm ^ k *ᵥ ψ ≠ 0 ↔ k ≤ N) ∧ N + 1 ≤ Fintype.card n := by
  -- otherwise the ladder would never end, which a finite dimension forbids
  have hex : ∃ N : ℕ, 2 * m = N := by
    by_contra hN
    have hle := ladder_length_le_dim h hψ (Fintype.card n + 1) (fun k _ h0 => by
      obtain ⟨j, _, hj⟩ := (lowered_eq_zero_iff h hψ k).1 h0
      exact hN ⟨j, hj⟩)
    omega
  obtain ⟨N, hN⟩ := hex
  have hne : ∀ k : ℕ, Sm ^ k *ᵥ ψ ≠ 0 ↔ k ≤ N := by
    intro k
    rw [Ne, lowered_eq_zero_iff h hψ k]
    constructor
    · intro hk
      by_contra hlt
      exact hk ⟨N, by omega, hN⟩
    · rintro hk ⟨j, hj, hj2⟩
      have : N = j := by exact_mod_cast hN.symm.trans hj2
      omega
  exact ⟨N, hN, hne, ladder_length_le_dim h hψ (N + 1) fun k hk => (hne k).2 (by omega)⟩
```

## Spin one-half as an instance

For a single spin one-half,

$$S_+=\begin{pmatrix}0&1\\0&0\end{pmatrix},\qquad S_-=\begin{pmatrix}0&0\\1&0\end{pmatrix},\qquad S_z=\begin{pmatrix}\tfrac12&0\\0&-\tfrac12\end{pmatrix},\qquad \psi=\begin{pmatrix}1\\0\end{pmatrix}.$$

The second matrix is the conjugate transpose of the first. Direct multiplication gives

$$S_+S_--S_-S_+=\begin{pmatrix}1&0\\0&-1\end{pmatrix}=2S_z,\qquad S_zS_--S_-S_z=\begin{pmatrix}0&0\\-1&0\end{pmatrix}=-S_-.$$

Also $\|\psi\|^2=1$, $S_+\psi=0$ and $S_z\psi=\tfrac12\psi$, so every hypothesis is met with $m=\tfrac12$. The product formula gives $\|S_-\psi\|^2=1\cdot(1+1-1)=1$, as expected for the spin-down basis vector, and its factor at $j=2$ is zero, so a second lowering gives the zero vector.

Lean verifies the hypotheses entry by entry: `fin_cases` runs through the matrix and vector indices, and the simplifier and `norm_num` evaluate the entries.

```lean
/-- The spin-1/2 matrices satisfy the spin relations, and the first basis vector is a
highest-weight state with `m = 1/2`. -/
theorem spin_half_witness :
    SpinMatrices (!![0, 1; 0, 0] : Matrix (Fin 2) (Fin 2) ℂ) !![0, 0; 1, 0]
      !![1 / 2, 0; 0, -1 / 2] ∧
    HighestWeight (!![0, 1; 0, 0] : Matrix (Fin 2) (Fin 2) ℂ)
      !![1 / 2, 0; 0, -1 / 2] (1 / 2) ![1, 0] := by
  refine ⟨⟨?_, ?_, ?_⟩, ⟨?_, ?_, ?_⟩⟩
  · ext i j
    fin_cases i <;> fin_cases j <;> simp
  · ext i j
    fin_cases i <;> fin_cases j <;> norm_num [Matrix.mul_apply, Fin.sum_univ_succ]
  · ext i j
    fin_cases i <;> fin_cases j <;> norm_num [Matrix.mul_apply, Fin.sum_univ_succ]
  · norm_num [normSq, Fin.sum_univ_succ]
  · ext i
    fin_cases i <;> norm_num [Matrix.mulVec, dotProduct, Fin.sum_univ_succ]
  · ext i
    fin_cases i <;> norm_num [Matrix.mulVec, dotProduct, Fin.sum_univ_succ]

end SpinLadder
```

```lean
#print axioms SpinLadder.highest_weight_quantised
```

```
'SpinLadder.highest_weight_quantised' depends on axioms: [propext, Classical.choice, Quot.sound]
```
